# Ladder operators with nonzero step in a normed algebra are nilpotent

Let $H$ and $E$ be elements of a real or complex normed algebra with $HE-EH=cE$ for a scalar $c$. Then $E^k=0$ for every natural number $k$ with $k|c|>2\|H\|$. For $c=1$ this reads $E^k=0$ for $k>2\|H\|$.

## Rungs of a bounded $J_z$

The relation $[H,E]=cE$ says that $E$ shifts eigenvalues of $H$ by $c$. For $H=J_z$, raising has $c=\hbar$ and lowering has $c=-\hbar$. In quantum mechanics the result shows that a ladder of $J_z$ values must stop when both operators are bounded, as on a multiplet of fixed spin; the full oscillator, with its unbounded number operator, is excluded.

Only this one commutator is used. Neither $[J_+,J_-]$ nor $J^2$ enters, and $H$ need not be self-adjoint. The relation fixes the spacing of a ladder but not its offset, since adding a constant to $H$ leaves the commutator unchanged.

## The relation and the bound in Lean

`IsLadder c H E` is the commutation relation alone. `RCLike 𝕜` makes the scalars real or complex, and `NormedRing A` supplies $\|XY\|\le\|X\|\|Y\|$; neither completeness nor finite dimension is assumed. `IsLadder.pow_eq_zero` is the bound, `IsLadder.isNilpotent` its consequence for $c\ne0$, and `raising_pow_eq_zero` the real case $c=1$.

For states, `V →L[𝕜] V` is the algebra of bounded operators on a normed space $V$. `IsLadder.apply_rung` gives the eigenvalue equation for $E^k\psi$, which may be zero. `IsLadder.exists_last_rung` takes $c\ne0$ and any nonzero $\psi$, eigenvector or not, and finds a $k$ with $k|c|\le2\|H\|$, $E^k\psi\ne0$ and $E^{k+1}\psi=0$.

`spinZ n` is $J_z$ for spin $n/2$ with $\hbar=1$: index $i=0,\dots,n$ carries $m=n/2-i$. `shiftUp n` raises with unit weights in place of the square-root factors of $J_+$. `sharp_bound_witness` states that $2\|J_z\|=n$ in the Hilbert-space operator norm while the $n$-th power of `shiftUp n` is nonzero, so the strict inequality in the bound cannot be relaxed to $\ge$.

## Powers, norms and the last rung

First, $[H,E^k]=kcE^k$. This holds for $k=0$, since $[H,1]=0$. If it holds for $k$, then
$$[H,E^{k+1}]=[H,E^k]E+E^k[H,E]=kcE^{k+1}+cE^{k+1}=(k+1)cE^{k+1}.$$

Taking norms,
$$k|c|\,\|E^k\|=\|HE^k-E^kH\|\le2\|H\|\,\|E^k\|.$$
If $E^k\ne0$, dividing by $\|E^k\|$ gives $k|c|\le2\|H\|$. So $E^k=0$ once $k|c|>2\|H\|$, and for $c\ne0$ such a $k$ exists.

If $H\psi=m\psi$, then
$$HE^k\psi=E^kH\psi+kcE^k\psi=(m+kc)E^k\psi.$$
For any $\psi\ne0$ and $c\ne0$, the sequence $\psi,E\psi,E^2\psi,\dots$ starts nonzero and reaches zero, so it has a last nonzero member $E^k\psi$. Since $E^k\ne0$, $k|c|\le2\|H\|$.

For the spin matrices, the $(i,j)$ entry of $[J_z,E]$ is $(j-i)E_{ij}$, which equals $E_{ij}$ because $E_{ij}$ vanishes unless $j=i+1$. The power $E^n$ takes the last basis state to the first, so it is nonzero, and the bound forces $n\le2\|J_z\|$. The diagonal entries satisfy $|n/2-i|\le n/2$, hence $2\|J_z\|\le n$.

## Spin 1 in numbers

For $n=2$,
$$J_z=\begin{pmatrix}1&0&0\\0&0&0\\0&0&-1\end{pmatrix},\quad E=\begin{pmatrix}0&1&0\\0&0&1\\0&0&0\end{pmatrix},\quad E^2=\begin{pmatrix}0&0&1\\0&0&0\\0&0&0\end{pmatrix}.$$
Here $2\|J_z\|=2$. The bound gives $E^3=0$, and $E^2\ne0$ shows that it is attained.

## The ladder file

```lean
import Mathlib

open Matrix

namespace BoundedLadder

noncomputable section

/-- `E` is a ladder operator for `H` with step `c`: the commutator `HE - EH` equals `cE`. -/
def IsLadder {𝕜 A : Type*} [Field 𝕜] [Ring A] [Algebra 𝕜 A] (c : 𝕜) (H E : A) : Prop :=
  H * E - E * H = c • E

/-- The `k`-th power of a ladder operator with step `c` is a ladder operator with step `kc`. -/
theorem IsLadder.pow {𝕜 A : Type*} [Field 𝕜] [Ring A] [Algebra 𝕜 A] {c : 𝕜} {H E : A}
    (h : IsLadder c H E) (k : ℕ) : IsLadder ((k : 𝕜) * c) H (E ^ k) := by
  unfold IsLadder at *
  induction k with
  | zero => simp
  | succ k ih =>
    -- the commutator with `H` is a derivation
    have key : ∀ X : A, H * (X * E) - X * E * H
        = (H * X - X * H) * E + X * (H * E - E * H) := fun X => by noncomm_ring
    rw [pow_succ, key, ih, h, smul_mul_assoc, mul_smul_comm, ← add_smul]
    congr 1
    push_cast
    ring

section Normed

variable {𝕜 A : Type*} [RCLike 𝕜] [NormedRing A] [NormedAlgebra 𝕜 A]

/-- In a real or complex normed algebra, a ladder operator `E` for `H` with step `c` satisfies
`E ^ k = 0` as soon as `k‖c‖` exceeds `2‖H‖`. -/
theorem IsLadder.pow_eq_zero {c : 𝕜} {H E : A} (h : IsLadder c H E) {k : ℕ}
    (hk : 2 * ‖H‖ < k * ‖c‖) : E ^ k = 0 := by
  by_contra hne
  have hpos : 0 < ‖E ^ k‖ := norm_pos_iff.mpr hne
  have hp : H * E ^ k - E ^ k * H = ((k : 𝕜) * c) • E ^ k := h.pow k
  -- the commutator has norm `k‖c‖‖E^k‖`, but can be at most `2‖H‖‖E^k‖`
  have hle : (k * ‖c‖) * ‖E ^ k‖ ≤ (2 * ‖H‖) * ‖E ^ k‖ := by
    calc (k * ‖c‖) * ‖E ^ k‖ = ‖((k : 𝕜) * c) • E ^ k‖ := by
          rw [norm_smul, norm_mul, RCLike.norm_natCast]
      _ = ‖H * E ^ k - E ^ k * H‖ := by rw [hp]
      _ ≤ ‖H * E ^ k‖ + ‖E ^ k * H‖ := norm_sub_le _ _
      _ ≤ ‖H‖ * ‖E ^ k‖ + ‖E ^ k‖ * ‖H‖ :=
          add_le_add (norm_mul_le _ _) (norm_mul_le _ _)
      _ = (2 * ‖H‖) * ‖E ^ k‖ := by ring
  exact absurd (le_of_mul_le_mul_right hle hpos) (not_le_of_gt hk)

/-- In a real or complex normed algebra, every ladder operator with nonzero step is nilpotent. -/
theorem IsLadder.isNilpotent {c : 𝕜} {H E : A} (h : IsLadder c H E) (hc : c ≠ 0) :
    IsNilpotent E := by
  obtain ⟨k, hk⟩ := exists_nat_gt (2 * ‖H‖ / ‖c‖)
  exact ⟨k, h.pow_eq_zero ((div_lt_iff₀ (norm_pos_iff.mpr hc)).mp hk)⟩

end Normed

/-- Unit step: in a real normed algebra, `HE - EH = E` forces `E ^ k = 0` for every natural
`k > 2‖H‖`. -/
theorem raising_pow_eq_zero {A : Type*} [NormedRing A] [NormedAlgebra ℝ A] {H E : A}
    (h : H * E - E * H = E) {k : ℕ} (hk : 2 * ‖H‖ < k) : E ^ k = 0 := by
  have hl : IsLadder (1 : ℝ) H E := by
    unfold IsLadder
    rw [one_smul, h]
  exact hl.pow_eq_zero (by simpa using hk)

section States

variable {𝕜 V : Type*} [RCLike 𝕜] [NormedAddCommGroup V] [NormedSpace 𝕜 V]

/-- If `Hψ = mψ` and `E` is a ladder operator for `H` with step `c`, then `E ^ k ψ` satisfies the
eigenvalue equation of `H` with `m + kc`. -/
theorem IsLadder.apply_rung {c m : 𝕜} {H E : V →L[𝕜] V} (h : IsLadder c H E) {ψ : V}
    (hψ : H ψ = m • ψ) (k : ℕ) : H ((E ^ k) ψ) = (m + k * c) • (E ^ k) ψ := by
  have hp : H ((E ^ k) ψ) - (E ^ k) (H ψ) = ((k : 𝕜) * c) • (E ^ k) ψ :=
    DFunLike.congr_fun (h.pow k) ψ
  rw [hψ, map_smul] at hp
  rw [add_smul, ← hp]
  abel

/-- The ladder is finite: for bounded `H` and `E` with nonzero step `c`, every nonzero state `ψ`
has a last nonzero rung `E ^ k ψ`, annihilated by `E`, with `k‖c‖ ≤ 2‖H‖`. -/
theorem IsLadder.exists_last_rung {c : 𝕜} {H E : V →L[𝕜] V} (h : IsLadder c H E)
    (hc : c ≠ 0) {ψ : V} (hψ : ψ ≠ 0) :
    ∃ k : ℕ, k * ‖c‖ ≤ 2 * ‖H‖ ∧ (E ^ k) ψ ≠ 0 ∧ E ((E ^ k) ψ) = 0 := by
  have hex : ∃ k : ℕ, (E ^ k) ψ ≠ 0 ∧ E ((E ^ k) ψ) = 0 := by
    by_contra hcon
    -- without a last rung no power of `E` could annihilate the state
    have hall : ∀ k : ℕ, (E ^ k) ψ ≠ 0 := by
      intro k
      induction k with
      | zero => simpa using hψ
      | succ k ih =>
        rw [pow_succ']
        exact fun h0 => hcon ⟨k, ih, h0⟩
    obtain ⟨n, hn⟩ := h.isNilpotent hc
    exact hall n (by rw [hn]; rfl)
  obtain ⟨k, hk, hk'⟩ := hex
  refine ⟨k, le_of_not_gt fun hlt => hk ?_, hk, hk'⟩
  rw [h.pow_eq_zero hlt]
  rfl

end States

/-- The matrix of `Jz` for spin `n/2`, diagonal with entries `n/2, n/2 - 1, …, -n/2`. -/
def spinZ (n : ℕ) : Matrix (Fin (n + 1)) (Fin (n + 1)) ℂ :=
  Matrix.diagonal fun i => (((n : ℝ) / 2 - ((i : ℕ) : ℝ) : ℝ) : ℂ)

/-- The raising matrix with unit weights: it takes each basis state to the one before it in the
list, and the first one to zero. -/
def shiftUp (n : ℕ) : Matrix (Fin (n + 1)) (Fin (n + 1)) ℂ :=
  Matrix.of fun i j => if (i : ℕ) + 1 = (j : ℕ) then 1 else 0

/-- The unit-weight raising matrix is a ladder operator for `Jz` with step one. -/
theorem shiftUp_isLadder (n : ℕ) : IsLadder (1 : ℂ) (spinZ n) (shiftUp n) := by
  unfold IsLadder
  ext i j
  simp only [spinZ, shiftUp, Matrix.sub_apply, Matrix.diagonal_mul, Matrix.mul_diagonal,
    Matrix.of_apply, one_smul]
  split_ifs with hij
  · rw [← hij]
    push_cast
    ring
  · ring

/-- The `k`-th power of the raising matrix takes basis state `k` to basis state `0` with
amplitude one. -/
theorem shiftUp_pow_apply (n k : ℕ) :
    ∀ j : Fin (n + 1), (j : ℕ) = k → (shiftUp n ^ k) 0 j = 1 := by
  induction k with
  | zero =>
    intro j hj
    have h0 : j = 0 := Fin.ext hj
    rw [h0, pow_zero, Matrix.one_apply_eq]
  | succ k ih =>
    intro j hj
    have hlt := j.isLt
    -- only the intermediate state `k` contributes
    rw [pow_succ, Matrix.mul_apply,
      Finset.sum_eq_single (⟨k, by omega⟩ : Fin (n + 1))]
    · rw [ih _ rfl]
      simp [shiftUp, hj]
    · intro l _ hl
      have hne : (l : ℕ) + 1 ≠ (j : ℕ) := fun h =>
        hl (Fin.ext (show (l : ℕ) = k by omega))
      simp [shiftUp, hne]
    · intro h
      exact absurd (Finset.mem_univ _) h

open scoped Matrix.Norms.L2Operator in
/-- The bound is sharp for every spin `n/2`: `spinZ n` and `shiftUp n` obey the ladder relation
with step one, `2‖Jz‖ = n` in the Hilbert-space operator norm, and the `n`-th power of the raising
matrix is nonzero. -/
theorem sharp_bound_witness (n : ℕ) :
    IsLadder (1 : ℂ) (spinZ n) (shiftUp n) ∧ 2 * ‖spinZ n‖ = n ∧ shiftUp n ^ n ≠ 0 := by
  have hne : shiftUp n ^ n ≠ 0 := by
    intro h0
    have h1 := shiftUp_pow_apply n n (Fin.last n) rfl
    rw [h0] at h1
    exact zero_ne_one h1
  have hup : ‖spinZ n‖ ≤ (n : ℝ) / 2 := by
    rw [spinZ, Matrix.l2_opNorm_diagonal, pi_norm_le_iff_of_nonneg (by positivity)]
    intro i
    show ‖(((n : ℝ) / 2 - ((i : ℕ) : ℝ) : ℝ) : ℂ)‖ ≤ (n : ℝ) / 2
    have hi : ((i : ℕ) : ℝ) ≤ n := by exact_mod_cast Nat.le_of_lt_succ i.isLt
    have hi0 : (0 : ℝ) ≤ ((i : ℕ) : ℝ) := Nat.cast_nonneg _
    rw [Complex.norm_real, Real.norm_eq_abs, abs_le]
    constructor <;> linarith
  -- a smaller norm would force the `n`-th power to vanish
  have hlow : (n : ℝ) ≤ 2 * ‖spinZ n‖ := by
    refine le_of_not_gt fun hlt => hne ?_
    exact IsLadder.pow_eq_zero (shiftUp_isLadder n) (by simpa using hlt)
  exact ⟨shiftUp_isLadder n, le_antisymm (by linarith) hlow, hne⟩

end

end BoundedLadder
```

```lean
#print axioms BoundedLadder.IsLadder.isNilpotent
-- 'BoundedLadder.IsLadder.isNilpotent' depends on axioms: [propext, Classical.choice, Quot.sound]
#print axioms BoundedLadder.raising_pow_eq_zero
-- 'BoundedLadder.raising_pow_eq_zero' depends on axioms: [propext, Classical.choice, Quot.sound]
#print axioms BoundedLadder.IsLadder.apply_rung
-- 'BoundedLadder.IsLadder.apply_rung' depends on axioms: [propext, Classical.choice, Quot.sound]
#print axioms BoundedLadder.IsLadder.exists_last_rung
-- 'BoundedLadder.IsLadder.exists_last_rung' depends on axioms: [propext, Classical.choice, Quot.sound]
```

## From the commutator to the code

`IsLadder.pow` is the induction on $k$; its `key` is the product rule for the commutator, proved by `noncomm_ring`. In `IsLadder.pow_eq_zero`, the `calc` block is the norm estimate, and `le_of_mul_le_mul_right` cancels the positive factor $\|E^k\|$. `IsLadder.isNilpotent` picks a natural number above $2\|H\|/|c|$.

`IsLadder.apply_rung` applies the operator identity to $\psi$. `IsLadder.exists_last_rung` argues by contradiction: without a last rung, induction makes every $E^k\psi$ nonzero, against nilpotency.

`shiftUp_isLadder` compares matrix entries. `shiftUp_pow_apply` follows basis state $k$ up to state $0$, with `Finset.sum_eq_single` keeping the one intermediate state that contributes. In `sharp_bound_witness`, `hup` comes from the diagonal entries, `hlow` from the main bound, and `le_antisymm` joins them.
